# A polynomial energy is translation invariant exactly when its force constants at one configuration obey the sum rules of every order

If a fitted anharmonic potential for a chain of particles violates a translation sum rule, some rigid shift of the whole chain changes its energy, although no distance between particles has changed. At some configuration the particles then exert a net force on themselves. For finite polynomial potentials with one coordinate per particle, as used in model lattice dynamics, the sum rules below detect this fault completely.

## Energy, shifts and force constants

Particles are labelled by a type `σ`, and particle $i$ has one real coordinate $x_i$.

In Lean 4 with Mathlib:

```lean
import Mathlib

open MvPolynomial

namespace TranslationSumRules

noncomputable section

variable {σ : Type*}
```

The energy $E$ is a real polynomial in these coordinates. Translation invariance concerns its values: $E(x_1+a,\dots,x_N+a)=E(x_1,\dots,x_N)$ for every configuration $x$ and every shift $a$.

```lean
/-- The energy `E` is unchanged when all coordinates are shifted by the same amount. -/
def TranslationInvariant (E : MvPolynomial σ ℝ) : Prop :=
  ∀ (x : σ → ℝ) (a : ℝ), eval (fun i => x i + a) E = eval x E
```

Repeated derivatives are indexed by a list of particles, so `[i, j]` stands for $\partial_j\partial_i E$.

```lean
/-- The repeated partial derivative of `E` with respect to the coordinates in a list. -/
def energyDeriv : List σ → MvPolynomial σ ℝ → MvPolynomial σ ℝ
  | [], E => E
  | i :: l, E => energyDeriv l (pderiv i E)
```

Evaluating them at a configuration gives the force constants. The name is wider here than in textbooks: the configuration need not be an equilibrium, the empty list gives the energy itself, and a one-particle list gives minus the force.

```lean
/-- The force constant of `E` at the configuration `x`: the repeated partial derivative
with respect to the listed coordinates, evaluated at `x`. -/
def forceConstant (E : MvPolynomial σ ℝ) (x : σ → ℝ) (l : List σ) : ℝ :=
  eval x (energyDeriv l E)
```

## Energy along a straight path

Fix a configuration $x$ and a direction $v$. Substituting $x_i+v_it$ for each coordinate turns a polynomial $P$ into a polynomial in the single variable $t$.

```lean
/-- The energy along the straight path `x + t v`, as a polynomial in the path parameter `t`. -/
def alongLine (x v : σ → ℝ) : MvPolynomial σ ℝ →ₐ[ℝ] Polynomial ℝ :=
  aeval (fun i => Polynomial.C (x i) + Polynomial.C (v i) * Polynomial.X)
```

Its value at $t$ is $P(x+tv)$. This holds for constants and survives addition and multiplication by a coordinate, which is enough for all polynomials.

```lean
/-- The path polynomial at parameter `t` is the energy of the configuration `x + t v`. -/
theorem eval_alongLine (x v : σ → ℝ) (t : ℝ) (P : MvPolynomial σ ℝ) :
    (alongLine x v P).eval t = eval (fun i => x i + v i * t) P := by
  induction P using MvPolynomial.induction_on
  next a =>
    simp [alongLine, Polynomial.algebraMap_eq]
  next p q hp hq =>
    rw [map_add, Polynomial.eval_add, hp, hq, map_add]
  next p i hp =>
    rw [map_mul, Polynomial.eval_mul, hp, map_mul]
    simp [alongLine]
```

The same induction shows that substituting $x_k-x_o$ for $x_k$ in a polynomial $F$ gives the value of $F$ at the configuration measured from particle $o$.

```lean
/-- A polynomial evaluated on the differences `x_k - x_o` is its value at the configuration
measured from particle `o`. -/
theorem eval_differences (o : σ) (x : σ → ℝ) (F : MvPolynomial σ ℝ) :
    eval x (aeval (fun k => (X k - X o : MvPolynomial σ ℝ)) F)
      = eval (fun k => x k - x o) F := by
  induction F using MvPolynomial.induction_on
  next a =>
    simp [MvPolynomial.algebraMap_eq]
  next p q hp hq =>
    rw [map_add, map_add, hp, hq, map_add]
  next p i hp =>
    rw [map_mul, map_mul, hp, map_mul]
    simp
```

From here on the number of particles is finite. The chain rule reads
$$\frac{d}{dt}P(x+tv)=\sum_i v_i\,(\partial_iP)(x+tv).$$
In the induction, the step from $p$ to $p\,x_j$ uses the product rule. Since $\partial_i x_j=\delta_{ij}$, both sides equal
$$\Big(\sum_i v_i\,\partial_ip\Big)(x_j+v_jt)+p\,v_j,$$
with $p$ and its derivatives taken at $x+tv$.

```lean
variable [Fintype σ]

/-- Chain rule: the derivative of the energy along a straight path is the sum of its partial
derivatives weighted by the components of the direction. -/
theorem derivative_alongLine (x v : σ → ℝ) (P : MvPolynomial σ ℝ) :
    Polynomial.derivative (alongLine x v P)
      = ∑ i, Polynomial.C (v i) * alongLine x v (pderiv i P) := by
  classical
  induction P using MvPolynomial.induction_on
  next a =>
    simp [alongLine, Polynomial.algebraMap_eq]
  next p q hp hq =>
    simp only [map_add, hp, hq, mul_add, Finset.sum_add_distrib]
  next p j hp =>
    have hd : Polynomial.derivative (alongLine x v (X j)) = Polynomial.C (v j) := by
      simp [alongLine]
    have hX : ∀ i, alongLine x v (pderiv i (X j)) = if i = j then 1 else 0 := by
      intro i
      by_cases h : i = j
      · subst h
        simp
      · rw [pderiv_X_of_ne (Ne.symm h), map_zero, if_neg h]
    -- the product rule splits the sum; only `i = j` survives in the second part
    have h1 : ∑ i, Polynomial.C (v i) * (alongLine x v (pderiv i p) * alongLine x v (X j))
        = (∑ i, Polynomial.C (v i) * alongLine x v (pderiv i p)) * alongLine x v (X j) := by
      rw [Finset.sum_mul]
      exact Finset.sum_congr rfl (fun i _ => by ring)
    have h2 : ∑ i, Polynomial.C (v i) * (alongLine x v p * if i = j then 1 else 0)
        = alongLine x v p * Polynomial.C (v j) := by
      rw [Finset.sum_eq_single j]
      · rw [if_pos rfl]
        ring
      · intro i _ hi
        rw [if_neg hi, mul_zero, mul_zero]
      · intro h
        exact absurd (Finset.mem_univ j) h
    rw [map_mul, Polynomial.derivative_mul, hp, hd]
    simp only [pderiv_mul, map_add, map_mul, hX, mul_add, Finset.sum_add_distrib]
    rw [h1, h2]
```

## The summed gradient and the differences

Let $D=\sum_i\partial_iE$ and take $v=(1,\dots,1)$. Then $\frac{d}{dt}E(x+tv)=D(x+tv)$.

If $E$ is invariant, the left side is zero, and $t=0$ gives $D(x)=0$ for every $x$. A real polynomial that vanishes everywhere is the zero polynomial. Conversely, if $D=0$, then $E(x+tv)$ has zero derivative in $t$, so its values at $t=a$ and $t=0$ agree.

```lean
/-- A polynomial energy is translation invariant exactly when the sum of its first partial
derivatives is the zero polynomial. -/
theorem invariant_iff_sum_pderiv (E : MvPolynomial σ ℝ) :
    TranslationInvariant E ↔ ∑ i, pderiv i E = 0 := by
  have hder : ∀ x : σ → ℝ, Polynomial.derivative (alongLine x (fun _ => 1) E)
      = alongLine x (fun _ => 1) (∑ i, pderiv i E) := by
    intro x
    rw [derivative_alongLine, map_sum]
    exact Finset.sum_congr rfl (fun i _ => by rw [Polynomial.C_1, one_mul])
  constructor
  · intro h
    refine MvPolynomial.funext fun x => ?_
    -- along a common shift the energy is a constant polynomial
    have hc : alongLine x (fun _ => 1) E = Polynomial.C (eval x E) := by
      refine Polynomial.funext fun t => ?_
      rw [eval_alongLine, Polynomial.eval_C]
      simpa only [one_mul] using h x t
    have h0 := hder x
    rw [hc, Polynomial.derivative_C] at h0
    have h1 := eval_alongLine x (fun _ => 1) 0 (∑ i, pderiv i E)
    rw [← h0, Polynomial.eval_zero] at h1
    simp only [mul_zero, add_zero] at h1
    rw [map_zero]
    exact h1.symm
  · intro h x a
    have hc := is_const_of_deriv_eq_zero
      (Polynomial.differentiable (alongLine x (fun _ => 1) E))
      (fun t => by rw [Polynomial.deriv, hder, h, map_zero, Polynomial.eval_zero]) a 0
    simpa only [eval_alongLine, one_mul, add_zero] using hc
```

Now choose a reference particle $o$, which requires $N\ge1$. For invariant $E$, the shift $a=-x_o$ gives $E(x)=E(x_1-x_o,\dots,x_N-x_o)$, so $F=E$ is the required polynomial in differences. Conversely, $(x_k+a)-(x_o+a)=x_k-x_o$. `List.TFAE` states that the three conditions are equivalent.

```lean
/-- For a polynomial energy with a chosen reference particle `o`, these are equivalent:
invariance under every common shift, vanishing of the sum of all first partial derivatives,
and being a polynomial in the differences `x_k - x_o`. -/
theorem translation_invariance_tfae (o : σ) (E : MvPolynomial σ ℝ) :
    List.TFAE [TranslationInvariant E,
      ∑ i, pderiv i E = 0,
      ∃ F : MvPolynomial σ ℝ, E = aeval (fun k => (X k - X o : MvPolynomial σ ℝ)) F] := by
  tfae_have 1 ↔ 2 := invariant_iff_sum_pderiv E
  tfae_have 1 → 3 := by
    intro h
    -- shift particle `o` to the origin
    refine ⟨E, MvPolynomial.funext fun x => ?_⟩
    rw [eval_differences]
    simpa only [sub_eq_add_neg] using (h x (-(x o))).symm
  tfae_have 3 → 1 := by
    rintro ⟨F, rfl⟩ x a
    rw [eval_differences, eval_differences]
    simp only [add_sub_add_right_eq_sub]
  tfae_finish
```

## Sum rules at a single configuration

Let `x₀` be a configuration, not to be confused with the coordinate $x_o$. Suppose $P$ and all its derivatives vanish there, and let $c_k(P)$ be the coefficient of $t^k$ in $P(x_0+tv)$. Then $c_0(P)=P(x_0)=0$, and the chain rule gives
$$(k+1)\,c_{k+1}(P)=\sum_i v_i\,c_k(\partial_iP).$$
Each $\partial_iP$ satisfies the same assumption as $P$, so induction on $k$ makes every coefficient zero. Taking $v=x-x_0$ and $t=1$ gives $P(x)=0$ for every $x$.

```lean
/-- A polynomial whose value and partial derivatives of every order vanish at one
configuration is the zero polynomial. -/
theorem eq_zero_of_forceConstant (x₀ : σ → ℝ) (P : MvPolynomial σ ℝ)
    (h : ∀ l, forceConstant P x₀ l = 0) : P = 0 := by
  have key : ∀ (v : σ → ℝ) (k : ℕ) (Q : MvPolynomial σ ℝ),
      (∀ l, forceConstant Q x₀ l = 0) → (alongLine x₀ v Q).coeff k = 0 := by
    intro v k
    induction k with
    | zero =>
      intro Q hQ
      rw [Polynomial.coeff_zero_eq_eval_zero, eval_alongLine]
      simp only [mul_zero, add_zero]
      exact hQ []
    | succ k ih =>
      intro Q hQ
      have h1 := Polynomial.coeff_derivative (alongLine x₀ v Q) k
      have h2 : (Polynomial.derivative (alongLine x₀ v Q)).coeff k = 0 := by
        rw [derivative_alongLine, Polynomial.finsetSum_coeff]
        refine Finset.sum_eq_zero fun i _ => ?_
        rw [Polynomial.coeff_C_mul, ih (pderiv i Q) (fun l => hQ (i :: l)), mul_zero]
      rw [h2] at h1
      exact (mul_eq_zero.mp h1.symm).resolve_right (by positivity)
  refine MvPolynomial.funext fun x => ?_
  -- go from `x₀` to `x` along a straight line
  have hz : alongLine x₀ (fun i => x i - x₀ i) P = 0 :=
    Polynomial.ext fun k => by rw [key _ k P h, Polynomial.coeff_zero]
  have h1 := eval_alongLine x₀ (fun i => x i - x₀ i) 1 P
  rw [hz, Polynomial.eval_zero] at h1
  simp only [mul_one, add_sub_cancel] at h1
  rw [map_zero]
  exact h1.symm
```

Differentiation is linear, so for every list $l$
$$\sum_i\partial_l\partial_iE(x_0)=\partial_lD(x_0).$$
If $E$ is invariant, $D=0$ and all these sums vanish. If they all vanish, the previous result applied to $D$ gives $D=0$, hence invariance. The empty list is the first-order rule: zero net force.

```lean
/-- Anharmonic translation sum rules: a polynomial energy is translation invariant exactly when,
at one given configuration `x₀`, its force constants of every order from the first upwards
sum to zero over one index, the others being held fixed. -/
theorem invariant_iff_sum_rules (x₀ : σ → ℝ) (E : MvPolynomial σ ℝ) :
    TranslationInvariant E ↔ ∀ l : List σ, ∑ i, forceConstant E x₀ (i :: l) = 0 := by
  have hlin : ∀ (l : List σ) (f : σ → MvPolynomial σ ℝ),
      energyDeriv l (∑ i, f i) = ∑ i, energyDeriv l (f i) := by
    intro l
    induction l with
    | nil => intro f; rfl
    | cons j l ih =>
      intro f
      simp only [energyDeriv, map_sum]
      exact ih _
  have hsum : ∀ l : List σ, ∑ i, forceConstant E x₀ (i :: l)
      = forceConstant (∑ i, pderiv i E) x₀ l := by
    intro l
    simp only [forceConstant, energyDeriv, hlin, map_sum]
  have hzero : ∀ l : List σ, energyDeriv l (0 : MvPolynomial σ ℝ) = 0 := by
    intro l
    induction l with
    | nil => rfl
    | cons j l ih => simpa only [energyDeriv, map_zero] using ih
  rw [invariant_iff_sum_pderiv]
  constructor
  · intro h l
    rw [hsum, h, forceConstant, hzero, map_zero]
  · intro h
    exact eq_zero_of_forceConstant x₀ _ (fun l => by rw [← hsum, h])
```

For example, take $E=(x_2-x_1)^3$ at $x_0=(0,1)$. Like the cubic in the next paragraph, this energy is unbounded below, so it illustrates the algebra and is not a complete physical potential. The first derivatives are $-3$ and $3$. The second-order row for particle 1 is $6,-6$, and the third-order row with the other two indices equal to 1 is $-6,6$. Each sums to zero.

Stopping at second order is not enough. For $E=x_o^3$, the derivatives $3x_o^2$ and $6x_o$ vanish at the origin, yet a shift by $1$ raises the energy there from $0$ to $1$. The third-order sum, $6$, exposes the fault.

```lean
/-- The cubic energy `x_o ^ 3` obeys the first- and second-order sum rules at the origin,
yet it is not translation invariant. -/
theorem harmonic_sum_rules_insufficient (o : σ) :
    (∑ i, forceConstant (X o ^ 3 : MvPolynomial σ ℝ) 0 [i] = 0) ∧
    (∀ j, ∑ i, forceConstant (X o ^ 3 : MvPolynomial σ ℝ) 0 [i, j] = 0) ∧
    ¬ TranslationInvariant (X o ^ 3 : MvPolynomial σ ℝ) := by
  refine ⟨?_, ?_, ?_⟩
  · simp only [forceConstant, energyDeriv, pow_succ, pow_zero, one_mul, pderiv_mul, map_add,
      map_mul, eval_X, Pi.zero_apply, zero_mul, mul_zero, add_zero, Finset.sum_const_zero]
  · intro j
    simp only [forceConstant, energyDeriv, pow_succ, pow_zero, one_mul, pderiv_mul, map_add,
      map_mul, eval_X, Pi.zero_apply, zero_mul, mul_zero, add_zero, Finset.sum_const_zero]
  · intro h
    have h1 := h 0 1
    simp at h1

end

end TranslationSumRules
```

## Shifts along one Cartesian axis

The theorems above give each particle one coordinate. In three dimensions, let $i$ label the Cartesian coordinates of all particles instead. The same argument, not formalised here, shows that a polynomial $E$ in finitely many such coordinates is invariant under $x\mapsto x+av$ for all $a$, with $v$ fixed, exactly when $\sum_i v_i\,\partial_iE=0$. Setting $v_i=1$ on the coordinates along one axis and $0$ elsewhere describes a rigid shift along that axis.

```lean
#print axioms TranslationSumRules.translation_invariance_tfae
#print axioms TranslationSumRules.invariant_iff_sum_rules
#print axioms TranslationSumRules.harmonic_sum_rules_insufficient
```

```
'TranslationSumRules.translation_invariance_tfae' depends on axioms: [propext, Classical.choice, Quot.sound]
'TranslationSumRules.invariant_iff_sum_rules' depends on axioms: [propext, Classical.choice, Quot.sound]
'TranslationSumRules.harmonic_sum_rules_insufficient' depends on axioms: [propext, Classical.choice, Quot.sound]
```
